# On a finite set of reciprocal vectors, the potential paired with the ultrasoft augmentation density equals the occupations contracted with D

## Two places where the same charge enters

In an ultrasoft pseudopotential calculation the smooth wavefunctions need not carry the correct charge near the nuclei. The difference is supplied by augmentation functions Q_ij(r) centred on each atom, one for each pair of projectors i, j. They also enter the overlap operator, but two other places matter here. In the density they are weighted by occupations ρ_ij, which are built from the overlaps of the occupied states with the projectors. In the Hamiltonian they are integrated against V, the full local potential with its ionic, Hartree and exchange-correlation parts, and give coefficients D_ij of the nonlocal operator.

The interaction of V with the augmentation charge can therefore be computed from the density or from the coefficients D. A plane-wave code keeps only finitely many reciprocal vectors G, which raises two questions. Do the two routes still agree after truncation? And does D remain Hermitian, as the Hamiltonian requires?

They agree for every finite set of vectors, as long as both use the same set. D is Hermitian if three conditions hold: the set is closed under G → −G, and both V and Q have the symmetries stated below.

## Definitions and symmetries

In formulas the letter i is the imaginary unit, except as a subscript, where it labels a projector. Atom I sits at τ_I, and conj denotes complex conjugation. Let S be the finite set of reciprocal vectors; it is not the overlap operator that often bears this letter in ultrasoft theory. The augmentation density is

n(G) = Σ_I Σ_ij ρ^I_ij Q^I_ij(G) exp(−i G·τ_I),

and the coefficients of atom I are

D^I_ij = Σ_{G in S} conj(V(G)) Q^I_ij(G) exp(−i G·τ_I).

Here n is only the augmentation part of the density, without the smooth part. Likewise D is only the integral of V with Q; the textbook D_ij also contains a bare term that does not depend on V. The cell volume that multiplies such sums in the usual Fourier normalisation is left out.

Three symmetries are used:

ρ^I_ji = conj(ρ^I_ij)

V(−G) = conj(V(G))

Q^I_ji(−G) = conj(Q^I_ij(G))

The first holds for occupations of the form Σ_m f_m ⟨ψ_m|β_i⟩⟨β_j|ψ_m⟩, where ψ_m are the states, f_m their real occupation numbers and β_i the projectors. The second says that the potential is real in real space. The third is the Fourier form of Q_ji(r) = conj(Q_ij(r)), which holds when Q_ij is a difference of orbital products conj(φ_i) φ_j − conj(χ_i) χ_j. Here φ_i is an all-electron orbital and χ_i its pseudo-orbital; in some texts χ stands for a different, local function.

## The two routes agree without any symmetry

Insert the definition of n and exchange the finite sums:

Σ_G conj(V(G)) n(G)
= Σ_G conj(V(G)) Σ_I Σ_ij ρ^I_ij Q^I_ij(G) exp(−i G·τ_I)
= Σ_I Σ_ij ρ^I_ij [Σ_G conj(V(G)) Q^I_ij(G) exp(−i G·τ_I)]
= Σ_I Σ_ij ρ^I_ij D^I_ij.

The indices of ρ and D stand in the same order, so the contraction is the trace of ρ-transposed times D. This fits the order of the overlaps in ρ given above.

## Conjugation of n, Hermiticity of D and a real pairing

Since G·τ is real, reversing G conjugates the structure factor:

exp(−i (−G)·τ) = exp(i G·τ) = conj(exp(−i G·τ)).

For the density, write n(−G) and exchange the names of the two projector indices:

n(−G) = Σ_I Σ_ij ρ^I_ji Q^I_ji(−G) exp(i G·τ_I)
= Σ_I Σ_ij conj(ρ^I_ij) conj(Q^I_ij(G)) conj(exp(−i G·τ_I))
= conj(n(G)).

For one atom, with its label dropped, conjugate D_ji and apply the symmetries of V and Q:

conj(D_ji) = Σ_G V(G) conj(Q_ji(G)) exp(i G·τ)
= Σ_G conj(V(−G)) Q_ij(−G) exp(−i (−G)·τ).

If S contains −G whenever it contains G, the sum over −G is the sum over G, and the last line is D_ij. Hence D is Hermitian.

The same relabelling shows that the pairing P = Σ_G conj(V(G)) n(G) is real:

P = Σ_G conj(V(−G)) n(−G) = Σ_G V(G) conj(n(G)) = conj(P).

Closure of S matters for D. Take S = {G} with G ≠ 0, a single projector with Q(G) = Q(−G) = 1, τ = 0, V(G) = i and V(−G) = −i. Then V and Q have the required symmetries, but D = −i is not real.

## Moving the atoms

Displace atom I to τ_I + t u_I, with t real. At t = 0,

d/dt exp(−i G·(τ_I + t u_I)) = −i (G·u_I) exp(−i G·τ_I).

With V, ρ and Q(G) held fixed, the pairing is linear in the structure factors, so

dP/dt = Σ_I Σ_ij ρ^I_ij Σ_G conj(V(G)) Q^I_ij(G) (−i G·u_I) exp(−i G·τ_I).

If only atom I moves, u_I is a unit vector and the conditions for a real P hold, minus this rate is the augmentation term of the force on that atom along u_I, up to the volume factor. The full force has further terms, among them those from the motion of the projectors.

## A pair of indices that must be exchanged

The symmetry of Q is readily miswritten as Q_ij(−G) = conj(Q_ij(G)), without exchanging i and j. That version says that each Q_ij(r) is real by itself, which can fail for complex orbitals. Take one grid point r = 0 with φ_1 = 1, φ_2 = i and vanishing pseudo-orbitals. Then Q_12(G) = i for all G, so Q_12(−G) = i while conj(Q_12(G)) = −i. The correct relation holds, because Q_21(−G) = −i.

## The statement in Lean

A vector is a function `Fin 3 → ℝ`, abbreviated `Vec`. The type `ι` labels atoms and `κ` labels projectors; both are finite wherever they are summed over. All atoms share the same `κ`, so a species with fewer projectors is represented by setting its surplus Q and ρ to zero. Each atom has its own `ρ I`, `Q I` and `τ I`.

The definitions `phase`, `augDensity` and `screenedD` are the structure factor, n(G) and D_ij. The set `S` is any finite set of vectors; it need not lie on a reciprocal lattice. The potential `V` is any complex function of G.

`HermitianAug S Q` is the symmetry of Q, required for each G in `S`. The remaining conditions are `hS` (closure under inversion), `hV` (the symmetry of V on `S`) and `hρ` (Hermitian occupations). The theorems use them as follows:

- `pairing_eq_contraction` uses none of them.
- `augDensity_neg` needs the symmetries of Q and ρ, and gives n(−G) = conj(n(G)) for G in `S`. The set need not be closed.
- `screenedD_isHermitian` needs closure and the symmetries of V and Q.
- `pairing_real` needs all four conditions and states that the imaginary part of the pairing is zero.
- `hasDerivAt_pairing` gives the derivative at t = 0 for arbitrary displacements `u I`, again without symmetry.

Finally, `hermitianAug_witness` shows that functions Q built from orbitals on a finite real-space grid `R` satisfy the assumed symmetry for any choice of orbitals. The grid sum in `gridAug` has no quadrature weight.

For plane-wave codes, these identities relate the augmentation energy in a given potential to the coefficients in the Hamiltonian, for finite sums over one common set of vectors. The step from here to the continuous problem is to replace the real-space integral of V times n by the sum over `S`. For a real potential this replacement is exact, apart from the volume factor, if V or n has no Fourier components outside `S`; otherwise it leaves, in general, a truncation error.

## The complete Lean file

```lean
import Mathlib

open Matrix
open scoped ComplexConjugate

namespace UltrasoftAugmentationGrid

noncomputable section

/-- Vectors of three-dimensional real or reciprocal space. -/
abbrev Vec := Fin 3 → ℝ

variable {ι κ : Type*}

/-- The structure factor `exp(-i G·τ)` of an atom at position `τ`. -/
def phase (G τ : Vec) : ℂ :=
  Complex.exp (-(Complex.I * ((G ⬝ᵥ τ : ℝ) : ℂ)))

/-- The symmetry `Q_ji(-G) = conj Q_ij(G)` of the augmentation functions on the set `S`. -/
def HermitianAug (S : Finset Vec) (Q : κ → κ → Vec → ℂ) : Prop :=
  ∀ i j, ∀ G ∈ S, Q j i (-G) = conj (Q i j G)

/-- The augmentation density `n(G)`, summed over atoms `I` and pairs of projectors `i, j`. -/
def augDensity [Fintype ι] [Fintype κ] (ρ : ι → Matrix κ κ ℂ)
    (Q : ι → κ → κ → Vec → ℂ) (τ : ι → Vec) (G : Vec) : ℂ :=
  ∑ I, ∑ i, ∑ j, ρ I i j * Q I i j G * phase G (τ I)

/-- The matrix `D_ij` of one atom at `τ`: the potential `V` integrated against the
augmentation functions as a sum over the reciprocal vectors in `S`. -/
def screenedD (S : Finset Vec) (V : Vec → ℂ) (Q : κ → κ → Vec → ℂ) (τ : Vec) :
    Matrix κ κ ℂ :=
  Matrix.of fun i j => ∑ G ∈ S, conj (V G) * Q i j G * phase G τ

/-- Reversing the reciprocal vector conjugates the structure factor. -/
theorem phase_neg (G τ : Vec) : phase (-G) τ = conj (phase G τ) := by
  unfold phase
  rw [← Complex.exp_conj]
  congr 1
  simp [neg_dotProduct]

/-- A sum over a set of reciprocal vectors closed under inversion is unchanged when every
`G` is replaced by `-G`. -/
theorem sum_neg {S : Finset Vec} (hS : ∀ G ∈ S, -G ∈ S) (f : Vec → ℂ) :
    ∑ G ∈ S, f (-G) = ∑ G ∈ S, f G :=
  Finset.sum_nbij' (fun G => -G) (fun G => -G) hS hS
    (fun G _ => neg_neg G) (fun G _ => neg_neg G) (fun _ _ => rfl)

/-- The potential paired with the augmentation density on the grid equals the occupations
`ρ` contracted with the matrices `D` of all atoms. -/
theorem pairing_eq_contraction [Fintype ι] [Fintype κ] (S : Finset Vec) (V : Vec → ℂ)
    (ρ : ι → Matrix κ κ ℂ) (Q : ι → κ → κ → Vec → ℂ) (τ : ι → Vec) :
    ∑ G ∈ S, conj (V G) * augDensity ρ Q τ G
      = ∑ I, ∑ i, ∑ j, ρ I i j * screenedD S V (Q I) (τ I) i j := by
  simp only [augDensity, screenedD, Matrix.of_apply, Finset.mul_sum]
  -- move the sum over G inside the sums over atoms and projectors
  refine Finset.sum_comm.trans (Finset.sum_congr rfl fun I _ => ?_)
  refine Finset.sum_comm.trans (Finset.sum_congr rfl fun i _ => ?_)
  refine Finset.sum_comm.trans (Finset.sum_congr rfl fun j _ => ?_)
  refine Finset.sum_congr rfl fun G _ => ?_
  ring

/-- For Hermitian occupations and augmentation functions with `Q_ji(-G) = conj Q_ij(G)` on `S`,
the augmentation density obeys `n(-G) = conj n(G)` for every `G` in `S`. -/
theorem augDensity_neg [Fintype ι] [Fintype κ] {S : Finset Vec}
    {ρ : ι → Matrix κ κ ℂ} {Q : ι → κ → κ → Vec → ℂ} (τ : ι → Vec)
    (hQ : ∀ I, HermitianAug S (Q I)) (hρ : ∀ I, (ρ I).IsHermitian)
    {G : Vec} (hG : G ∈ S) :
    augDensity ρ Q τ (-G) = conj (augDensity ρ Q τ G) := by
  simp only [augDensity, map_sum, map_mul]
  refine Finset.sum_congr rfl fun I _ => ?_
  -- exchange the two projector indices
  refine Finset.sum_comm.trans (Finset.sum_congr rfl fun a _ => ?_)
  refine Finset.sum_congr rfl fun b _ => ?_
  have h : ρ I b a = conj (ρ I a b) := ((hρ I).apply b a).symm
  rw [phase_neg, hQ I a b G hG, h]

/-- On a set `S` closed under inversion, a potential with `V(-G) = conj V(G)` and augmentation
functions with `Q_ji(-G) = conj Q_ij(G)` give a Hermitian matrix `D`. -/
theorem screenedD_isHermitian {S : Finset Vec} (hS : ∀ G ∈ S, -G ∈ S)
    {V : Vec → ℂ} (hV : ∀ G ∈ S, V (-G) = conj (V G))
    {Q : κ → κ → Vec → ℂ} (hQ : HermitianAug S Q) (τ : Vec) :
    (screenedD S V Q τ).IsHermitian := by
  refine Matrix.IsHermitian.ext fun i j => ?_
  change conj (∑ G ∈ S, conj (V G) * Q j i G * phase G τ)
    = ∑ G ∈ S, conj (V G) * Q i j G * phase G τ
  -- relabel G as -G on the right
  rw [← sum_neg hS (fun G => conj (V G) * Q i j G * phase G τ), map_sum]
  refine Finset.sum_congr rfl fun G hG => ?_
  simp only [map_mul, Complex.conj_conj, phase_neg, hV G hG, hQ j i G hG]

/-- The pairing of potential and augmentation density is real if `S` is closed under inversion,
`V(-G) = conj V(G)` and `Q_ji(-G) = conj Q_ij(G)` on `S`, and the occupations are Hermitian. -/
theorem pairing_real [Fintype ι] [Fintype κ] {S : Finset Vec} (hS : ∀ G ∈ S, -G ∈ S)
    {V : Vec → ℂ} (hV : ∀ G ∈ S, V (-G) = conj (V G))
    {ρ : ι → Matrix κ κ ℂ} {Q : ι → κ → κ → Vec → ℂ} (τ : ι → Vec)
    (hQ : ∀ I, HermitianAug S (Q I)) (hρ : ∀ I, (ρ I).IsHermitian) :
    (∑ G ∈ S, conj (V G) * augDensity ρ Q τ G).im = 0 := by
  apply Complex.conj_eq_iff_im.mp
  rw [map_sum, ← sum_neg hS (fun G => conj (V G) * augDensity ρ Q τ G)]
  refine Finset.sum_congr rfl fun G hG => ?_
  simp only [map_mul, Complex.conj_conj, hV G hG, augDensity_neg τ hQ hρ hG]

/-- Displacing an atom along `u` changes its structure factor at the rate
`-i (G·u) exp(-i G·τ)`. -/
theorem hasDerivAt_phase (G τ u : Vec) :
    HasDerivAt (fun t : ℝ => phase G (τ + t • u))
      (-(Complex.I * ((G ⬝ᵥ u : ℝ) : ℂ)) * phase G τ) 0 := by
  have h : HasDerivAt (fun t : ℝ => G ⬝ᵥ (τ + t • u)) (G ⬝ᵥ u) 0 := by
    simp only [dotProduct_add, dotProduct_smul, smul_eq_mul]
    simpa using ((hasDerivAt_id' (0 : ℝ)).mul_const (G ⬝ᵥ u)).const_add (G ⬝ᵥ τ)
  refine ((h.ofReal_comp.const_mul Complex.I).fun_neg.cexp).congr_deriv ?_
  simp only [phase, zero_smul, add_zero]
  ring

/-- When the atoms move along `u I` at fixed potential and occupations, the pairing changes at
the rate given by `ρ` contracted with `D`, each term of `D` carrying a factor `-i G·u I`. -/
theorem hasDerivAt_pairing [Fintype ι] [Fintype κ] (S : Finset Vec) (V : Vec → ℂ)
    (ρ : ι → Matrix κ κ ℂ) (Q : ι → κ → κ → Vec → ℂ) (τ u : ι → Vec) :
    HasDerivAt
      (fun t : ℝ => ∑ G ∈ S, conj (V G) * augDensity ρ Q (fun I => τ I + t • u I) G)
      (∑ I, ∑ i, ∑ j, ρ I i j * ∑ G ∈ S, conj (V G) * Q I i j G *
        (-(Complex.I * ((G ⬝ᵥ u I : ℝ) : ℂ)) * phase G (τ I))) 0 := by
  simp only [pairing_eq_contraction, screenedD, Matrix.of_apply]
  exact HasDerivAt.fun_sum fun I _ => HasDerivAt.fun_sum fun i _ =>
    HasDerivAt.fun_sum fun j _ => (HasDerivAt.fun_sum fun G _ =>
      (hasDerivAt_phase G (τ I) (u I)).const_mul _).const_mul _

/-- Augmentation functions from a real-space grid `R`: the Fourier sum of products of
all-electron orbitals `φ` minus products of pseudo-orbitals `χ`. -/
def gridAug (R : Finset Vec) (φ χ : κ → Vec → ℂ) (i j : κ) (G : Vec) : ℂ :=
  ∑ r ∈ R, (conj (φ i r) * φ j r - conj (χ i r) * χ j r) * phase G r

/-- Augmentation functions built from orbitals on a real-space grid satisfy
`Q_ji(-G) = conj Q_ij(G)`. -/
theorem hermitianAug_witness (S R : Finset Vec) (φ χ : κ → Vec → ℂ) :
    HermitianAug S (gridAug R φ χ) := by
  intro i j G _
  simp only [gridAug, map_sum, map_mul, map_sub, Complex.conj_conj, phase_neg]
  refine Finset.sum_congr rfl fun r _ => ?_
  ring

end

end UltrasoftAugmentationGrid
```

```lean
#print axioms UltrasoftAugmentationGrid.pairing_eq_contraction
-- 'UltrasoftAugmentationGrid.pairing_eq_contraction' depends on axioms: [propext, Classical.choice, Quot.sound]
#print axioms UltrasoftAugmentationGrid.screenedD_isHermitian
-- 'UltrasoftAugmentationGrid.screenedD_isHermitian' depends on axioms: [propext, Classical.choice, Quot.sound]
#print axioms UltrasoftAugmentationGrid.pairing_real
-- 'UltrasoftAugmentationGrid.pairing_real' depends on axioms: [propext, Classical.choice, Quot.sound]
#print axioms UltrasoftAugmentationGrid.hasDerivAt_pairing
-- 'UltrasoftAugmentationGrid.hasDerivAt_pairing' depends on axioms: [propext, Classical.choice, Quot.sound]
```

## How the lemmas reproduce the derivation

Two small lemmas carry the symmetry arguments. `phase_neg` moves the conjugation inside the exponential with `Complex.exp_conj` and then compares the exponents. `sum_neg` is the relabelling of G as −G. It applies `Finset.sum_nbij'`, which equates two sums when a map and its inverse match their terms; here both maps are negation, and `hS` ensures that they stay within `S`.

In `pairing_eq_contraction`, `simp only` unfolds the definitions and distributes conj(V(G)) over the sums. Each of the three uses of `Finset.sum_comm` then moves the sum over G past one other sum: first atoms, then the first projector index, then the second. What remains is an identity between single products, which `ring` settles by reordering factors.

The proof of `augDensity_neg` first distributes the conjugation over sums and products. Here `Finset.sum_comm` does the work of exchanging the projector names. The terms then match one by one, by the Hermiticity of `ρ I`, the symmetry of `Q I` and `phase_neg`.

For `screenedD_isHermitian`, the `change` step writes out the entry equation conj(D_ji) = D_ij. The relabelling is applied to its right-hand side, whereas the calculation above ends with it. After that, `hV`, `hQ` and `phase_neg` make the terms equal for each G. `pairing_real` has the same structure: a complex number has zero imaginary part exactly when it equals its conjugate, and the conjugate is compared with the relabelled sum by means of `augDensity_neg`.

The derivative is built from the inside out. In `hasDerivAt_phase`, the fact `h` gives the derivative of the real function G·(τ + t u), which is G·u. The chain rule for the complex exponential then supplies the factor −i (G·u). `hasDerivAt_pairing` first rewrites the pairing as ρ contracted with D, so that t appears only in the structure factors inside D, and then differentiates the finite sums term by term.

For `hermitianAug_witness`, conjugating the grid sum turns conj(φ_i) φ_j into φ_i conj(φ_j), and likewise for χ. This is the product belonging to Q_ji, while `phase_neg` accounts for the reversed G. At each grid point only the order of the factors differs, and `ring` removes that difference.
